# Hermitian site densities that sum to a positive definite overlap are all sharp exactly when they are mutually S-orthogonal

To divide an electron's density among atoms in a nonorthogonal basis, one must choose what represents an atom's share. Here it is a Hermitian matrix N_r, not assumed positive, and the shares must exhaust the overlap matrix S. The question is when these shares behave like outcomes of a projective measurement.

In projector augmented-wave and ultrasoft methods, the overlap is a smooth part plus atomic augmentation terms. In a finite basis the criterion below can be applied to this split, with the smooth part counted as a site, but the sites are then all sharp only if every augmentation term vanishes: the smooth part is positive definite, hence invertible, and an invertible sharp N_r equals S. Constructing a different, sharp division for such a method is not attempted here.

```lean
import Mathlib

open Matrix
open scoped ComplexOrder

namespace AugmentedDensityMeasurement

variable {n ι : Type*} [Fintype n] [DecidableEq n] [Fintype ι]
```

`SiteResolution S N` collects the assumptions: each `N r` is Hermitian, their sum is `S`, and `S` is positive definite. The finite types `n` and `ι` label basis functions and sites.

```lean
/-- Hermitian site-density matrices `N r` that sum to a positive definite overlap `S`. -/
structure SiteResolution (S : Matrix n n ℂ) (N : ι → Matrix n n ℂ) : Prop where
  herm : ∀ r, (N r).IsHermitian
  sum_eq : ∑ r, N r = S
  posDef : S.PosDef
```

For a coefficient vector c, `occupation` is c†Ac, where † is Lean's `ᴴ` on matrices. Since c need not be normalised, the population per electron is c†N_r c / c†Sc for c ≠ 0.

```lean
/-- The quadratic form `c† A c`; for a site-density matrix `A` it is the occupation of the
site in the state with basis coefficients `c`. -/
def occupation {n : Type*} [Fintype n] (A : Matrix n n ℂ) (c : n → ℂ) : ℂ :=
  star c ⬝ᵥ (A *ᵥ c)
```

## (a) Occupation of a group of sites

Show that occupations add over any finite set e of sites:

c†(Σ_{r∈e} N_r)c = Σ_{r∈e} c†N_r c

**Solution.** The form c†Ac is additive in A. Lean packages it as an additive map and applies `map_sum`. When e contains every site, the left side is c†Sc, so the occupations of a normalised state add to 1.

```lean
omit [DecidableEq n] [Fintype ι] in
/-- The occupation of a group of sites is the sum of the occupations of its members. -/
theorem occupation_sum (e : Finset ι) (N : ι → Matrix n n ℂ) (c : n → ℂ) :
    occupation (∑ r ∈ e, N r) c = ∑ r ∈ e, occupation (N r) c :=
  map_sum (AddMonoidHom.mk' (fun A : Matrix n n ℂ => occupation A c)
    (fun A B => by simp only [occupation, Matrix.add_mulVec, dotProduct_add])) N e
```

## (b) Moving a transformation from state to matrix

For any square matrix Y, show that

(Yc)†A(Yc) = c†(Y†AY)c

**Solution.** Use (Yc)† = c†Y† and regroup the product; the rewrites do the same.

```lean
omit [DecidableEq n] in
/-- Transforming the state by `Y` is the same as transforming the matrix `A` to `Y† A Y`. -/
theorem occupation_mulVec (A Y : Matrix n n ℂ) (c : n → ℂ) :
    occupation A (Y *ᵥ c) = occupation (Yᴴ * A * Y) c := by
  unfold occupation
  rw [Matrix.star_mulVec, ← Matrix.dotProduct_mulVec]
  simp only [Matrix.mulVec_mulVec, Matrix.mul_assoc]
```

## (c) Sharpness and S-orthogonality

Call site r sharp if N_r S⁻¹ N_r = N_r. Show that

(N_r S⁻¹ N_r = N_r for all r) ⇔ (N_r S⁻¹ N_s = 0 for all r ≠ s)

**Solution.** If distinct sites are S-orthogonal, only one term of the sum over s survives:

N_r S⁻¹ N_r = Σ_s N_r S⁻¹ N_s = N_r S⁻¹ S = N_r

Conversely, let all sites be sharp. Fix s and put Y_t = N_t S⁻¹ N_s. Then Y_t† = N_s S⁻¹ N_t, and sharpness of t gives (`hM`)

Y_t† S⁻¹ Y_t = N_s S⁻¹ N_t S⁻¹ N_s

Summed over all t, the right side is N_s S⁻¹ N_s = N_s (`hfull`). The term t = s is already N_s, so the others sum to zero (`herase`). By (a) and (b), for every vector x,

Σ_{t≠s} (Y_t x)† S⁻¹ (Y_t x) = 0

Since S⁻¹ is positive definite, each term is nonnegative and must vanish, so Y_t x = 0 (`key`). As x is arbitrary, Y_t = 0 for every t ≠ s.

With a single site, N = S: it is sharp, and there is no pair to check.

```lean
/-- For Hermitian sites that sum to a positive definite overlap, all sites are sharp,
`N_r S⁻¹ N_r = N_r`, if and only if distinct sites are S-orthogonal, `N_r S⁻¹ N_s = 0`. -/
theorem sharp_iff_orthogonal {S : Matrix n n ℂ} {N : ι → Matrix n n ℂ}
    (h : SiteResolution S N) :
    (∀ r, N r * S⁻¹ * N r = N r) ↔ ∀ r s, r ≠ s → N r * S⁻¹ * N s = 0 := by
  classical
  have hinv : S⁻¹ * S = 1 :=
    Matrix.nonsing_inv_mul S (isUnit_iff_ne_zero.2 h.posDef.det_pos.ne')
  have hT : S⁻¹.PosDef := h.posDef.inv
  constructor
  · intro hs r s hrs
    -- sharpness turns each cross term into a square in the metric `S⁻¹`
    have hM : ∀ t, (N t * S⁻¹ * N s)ᴴ * S⁻¹ * (N t * S⁻¹ * N s)
        = N s * S⁻¹ * N t * S⁻¹ * N s := by
      intro t
      have hY : (N t * S⁻¹ * N s)ᴴ = N s * S⁻¹ * N t := by
        rw [Matrix.conjTranspose_mul, Matrix.conjTranspose_mul, (h.herm s).eq,
          (h.herm t).eq, hT.isHermitian.eq, ← mul_assoc]
      calc (N t * S⁻¹ * N s)ᴴ * S⁻¹ * (N t * S⁻¹ * N s)
          = N s * S⁻¹ * (N t * S⁻¹ * N t) * S⁻¹ * N s := by
            rw [hY]
            simp only [mul_assoc]
        _ = N s * S⁻¹ * N t * S⁻¹ * N s := by rw [hs t]
    -- the squares over all sites sum to `N s`, which the term `t = s` already exhausts
    have hfull : ∑ t, N s * S⁻¹ * N t * S⁻¹ * N s = N s := by
      rw [← Finset.sum_mul, ← Finset.sum_mul, ← Finset.mul_sum, h.sum_eq,
        mul_assoc (N s) S⁻¹ S, hinv, mul_one, hs s]
    have herase : ∑ t ∈ Finset.univ.erase s, N s * S⁻¹ * N t * S⁻¹ * N s = 0 := by
      have h1 : N s * S⁻¹ * N s * S⁻¹ * N s
          + ∑ t ∈ Finset.univ.erase s, N s * S⁻¹ * N t * S⁻¹ * N s
          = ∑ t, N s * S⁻¹ * N t * S⁻¹ * N s :=
        Finset.add_sum_erase _ (fun t => N s * S⁻¹ * N t * S⁻¹ * N s) (Finset.mem_univ s)
      rw [hfull, hs s, hs s] at h1
      exact add_left_cancel (h1.trans (add_zero _).symm)
    -- nonnegative terms with zero sum vanish one by one
    have key : ∀ x : n → ℂ, (N r * S⁻¹ * N s) *ᵥ x = 0 := by
      intro x
      have hsum : ∑ t ∈ Finset.univ.erase s,
          occupation S⁻¹ ((N t * S⁻¹ * N s) *ᵥ x) = 0 := by
        simp only [occupation_mulVec, hM]
        rw [← occupation_sum, herase]
        simp [occupation]
      have h0 := (Finset.sum_eq_zero_iff_of_nonneg
        (fun t _ => hT.posSemidef.dotProduct_mulVec_nonneg _)).1 hsum r
        (Finset.mem_erase.2 ⟨hrs, Finset.mem_univ r⟩)
      by_contra hne
      exact (hT.dotProduct_mulVec_pos hne).ne' h0
    ext i j
    have hij := congrFun (key (Pi.single j 1)) i
    simpa using hij
  · intro ho r
    -- insert the resolution of the overlap; only the diagonal term survives
    calc N r * S⁻¹ * N r = ∑ s, N r * S⁻¹ * N s :=
          (Finset.sum_eq_single r (fun s _ hs => ho r s hs.symm) (by simp)).symm
      _ = N r * S⁻¹ * S := by rw [← Finset.mul_sum, h.sum_eq]
      _ = N r := by rw [mul_assoc, hinv, mul_one]
```

## (d) Positivity recovered

For a sharp Hermitian A and positive definite S, show that

c†Ac ≥ 0

**Solution.** By (b) and sharpness,

(Ac)†S⁻¹(Ac) = c†AS⁻¹Ac = c†Ac

The left side is nonnegative. In Lean, `0 ≤` on a complex number also says that it is real.

```lean
/-- A sharp Hermitian site in a positive definite overlap has a nonnegative occupation in
every state. -/
theorem occupation_nonneg {S A : Matrix n n ℂ} (hS : S.PosDef) (hA : A.IsHermitian)
    (hs : A * S⁻¹ * A = A) (c : n → ℂ) : 0 ≤ occupation A c := by
  have h1 : occupation S⁻¹ (A *ᵥ c) = occupation A c := by
    rw [occupation_mulVec, hA.eq, hs]
  rw [← h1]
  exact hS.inv.posSemidef.dotProduct_mulVec_nonneg _
```

## (e) The possible values

Let A be sharp, S invertible, c ≠ 0 and Ac = qSc. Show that

q = 0 or q = 1

**Solution.** Multiplying by S⁻¹ gives S⁻¹Ac = qc. Applying A and using sharpness gives Ac = qAc, so (q − 1)Ac = 0. If Ac ≠ 0, then q = 1. If Ac = 0, then qc = 0 and q = 0. Lean splits on the same two cases.

```lean
/-- For a sharp site and an invertible overlap, every generalized eigenvalue `q` of
`A c = q S c` with `c ≠ 0` is zero or one. -/
theorem eigenvalue_zero_or_one {S A : Matrix n n ℂ} (hS : IsUnit S.det)
    (hs : A * S⁻¹ * A = A) {q : ℂ} {c : n → ℂ} (hc : c ≠ 0)
    (hq : A *ᵥ c = q • (S *ᵥ c)) : q = 0 ∨ q = 1 := by
  have h1 : A *ᵥ (S⁻¹ *ᵥ (A *ᵥ c)) = A *ᵥ c := by
    simp only [Matrix.mulVec_mulVec, ← mul_assoc]
    rw [hs]
  have h2 : S⁻¹ *ᵥ (A *ᵥ c) = q • c := by
    rw [hq, Matrix.mulVec_smul, Matrix.mulVec_mulVec, Matrix.nonsing_inv_mul S hS,
      Matrix.one_mulVec]
  rw [h2, Matrix.mulVec_smul] at h1
  by_cases h0 : A *ᵥ c = 0
  · left
    rw [h0, Matrix.mulVec_zero] at h2
    exact (smul_eq_zero.1 h2.symm).resolve_right hc
  · right
    have h3 : (q - 1) • (A *ᵥ c) = 0 := by rw [sub_smul, one_smul, h1, sub_self]
    exact sub_eq_zero.1 ((smul_eq_zero.1 h3).resolve_right h0)
```

## (f) Projecting onto one site

Let all sites be sharp and d = S⁻¹N_r c. Show that

d†N_s d = c†N_r c if s = r, and 0 otherwise

**Solution.** By (b), the matrix to evaluate is N_r S⁻¹ N_s S⁻¹ N_r. For s = r, sharpness used twice reduces it to N_r; for s ≠ r, (c) makes it zero.

Also d†Sd = c†N_r c, so after normalisation a nonzero d has occupation 1 on site r. In a calculation, d is obtained by forming N_r c and solving Sd = N_r c, for instance with a Cholesky factor of S.

```lean
/-- If all sites of a resolution are sharp, the unnormalised projected state `S⁻¹ N_r c` keeps
the occupation that `c` has on site `r` and has zero occupation on every other site. -/
theorem occupation_projected [DecidableEq ι] {S : Matrix n n ℂ} {N : ι → Matrix n n ℂ}
    (h : SiteResolution S N) (hs : ∀ r, N r * S⁻¹ * N r = N r) (r s : ι) (c : n → ℂ) :
    occupation (N s) ((S⁻¹ * N r) *ᵥ c) = if s = r then occupation (N r) c else 0 := by
  have hY : (S⁻¹ * N r)ᴴ = N r * S⁻¹ := by
    rw [Matrix.conjTranspose_mul, (h.herm r).eq, h.posDef.inv.isHermitian.eq]
  rw [occupation_mulVec, hY]
  split_ifs with e
  · rw [e, hs r, ← mul_assoc, hs r]
  · rw [(sharp_iff_orthogonal h).1 hs r s (Ne.symm e), zero_mul]
    simp [occupation]
```

## (g) Two sites in a nonorthogonal basis

Consider this overlap and these sites, with rows separated by semicolons:

S = [1, 1; 1, 2], N_0 = [1, 1; 1, 1], N_1 = [0, 0; 0, 1]

```lean
/-- The overlap matrix of two nonorthogonal basis functions. -/
def pairOverlap : Matrix (Fin 2) (Fin 2) ℂ := !![1, 1; 1, 2]

/-- Two site-density matrices in the basis of `pairOverlap`. -/
def pairSites : Fin 2 → Matrix (Fin 2) (Fin 2) ℂ := ![!![1, 1; 1, 1], !![0, 0; 0, 1]]
```

Show that they satisfy every assumption and that both sites are sharp.

**Solution.** The sites are Hermitian and sum to S. Positive definiteness follows from

x†Sx = |x_0 + x_1|² + |x_1|²

which vanishes only for x = 0. With S⁻¹ = [2, −1; −1, 1], direct multiplication gives N_r S⁻¹ N_r = N_r for r = 0, 1. Lean checks these identities entry by entry. The second basis function has squared norm 2; normalising it makes the off-diagonal overlap 1/√2.

```lean
/-- The two sites `pairSites` are Hermitian, sum to the positive definite `pairOverlap`, and
are both sharp. -/
theorem siteResolution_witness : SiteResolution pairOverlap pairSites ∧
    ∀ r, pairSites r * pairOverlap⁻¹ * pairSites r = pairSites r := by
  refine ⟨⟨?_, ?_, ?_⟩, ?_⟩
  · intro r
    refine Matrix.IsHermitian.ext fun i j => ?_
    fin_cases r <;> fin_cases i <;> fin_cases j <;> simp [pairSites]
  · ext i j
    fin_cases i <;> fin_cases j <;>
      norm_num [pairSites, pairOverlap, Fin.sum_univ_two]
  · rw [Matrix.posDef_iff_dotProduct_mulVec]
    refine ⟨Matrix.IsHermitian.ext fun i j => ?_, fun x hx => ?_⟩
    · fin_cases i <;> fin_cases j <;> simp [pairOverlap]
    · -- the squared norm is a sum of two squares
      have e : star x ⬝ᵥ (pairOverlap *ᵥ x)
          = ((Complex.normSq (x 0 + x 1) + Complex.normSq (x 1) : ℝ) : ℂ) := by
        simp [pairOverlap, Matrix.mulVec, dotProduct, Fin.sum_univ_two,
          Complex.normSq_eq_conj_mul_self]
        ring
      have hpos : 0 < Complex.normSq (x 0 + x 1) + Complex.normSq (x 1) := by
        by_contra hn
        have hn' := not_lt.1 hn
        have a := Complex.normSq_nonneg (x 0 + x 1)
        have b := Complex.normSq_nonneg (x 1)
        have hb : x 1 = 0 := Complex.normSq_eq_zero.1 (by linarith)
        have ha : x 0 + x 1 = 0 := Complex.normSq_eq_zero.1 (by linarith)
        rw [hb, add_zero] at ha
        apply hx
        funext i
        fin_cases i
        · exact ha
        · exact hb
      rw [e]
      exact_mod_cast hpos
  · have hinv : pairOverlap⁻¹ = !![2, -1; -1, 1] := by
      apply Matrix.inv_eq_right_inv
      ext i j
      fin_cases i <;> fin_cases j <;>
        norm_num [pairOverlap, Matrix.mul_apply, Fin.sum_univ_two]
    intro r
    rw [hinv]
    ext i j
    fin_cases r <;> fin_cases i <;> fin_cases j <;>
      norm_num [pairSites, Matrix.mul_apply, Fin.sum_univ_two]

end AugmentedDensityMeasurement
```

```lean
#print axioms AugmentedDensityMeasurement.sharp_iff_orthogonal
#print axioms AugmentedDensityMeasurement.occupation_nonneg
#print axioms AugmentedDensityMeasurement.eigenvalue_zero_or_one
#print axioms AugmentedDensityMeasurement.occupation_projected
```

```
'AugmentedDensityMeasurement.sharp_iff_orthogonal' depends on axioms: [propext, Classical.choice, Quot.sound]
'AugmentedDensityMeasurement.occupation_nonneg' depends on axioms: [propext, Classical.choice, Quot.sound]
'AugmentedDensityMeasurement.eigenvalue_zero_or_one' depends on axioms: [propext, Classical.choice, Quot.sound]
'AugmentedDensityMeasurement.occupation_projected' depends on axioms: [propext, Classical.choice, Quot.sound]
```
